# The angle uncertainty relation $\sigma(\varphi)\,\sigma(L)\ge\tfrac12\bigl|1-2\pi|\psi(0)|^2\bigr|$ for normalised, continuously differentiable states on a ring

## Angle, angular momentum and their spreads

A particle on a ring has a wave function $\psi(\varphi)$ with the angle $\varphi$ in $[0,2\pi]$. The points $0$ and $2\pi$ are the same place on the ring. With $\hbar=1$, define

$$L=-i\frac{d}{d\varphi},\qquad a=\langle\varphi\rangle=\int_0^{2\pi}\varphi\,|\psi|^2\,d\varphi,\qquad \ell=\langle L\rangle=\int_0^{2\pi}\psi^*L\psi\,d\varphi,$$

$$\sigma(\varphi)^2=\int_0^{2\pi}(\varphi-a)^2|\psi|^2\,d\varphi,\qquad \sigma(L)^2=\int_0^{2\pi}|(L-\ell)\psi|^2\,d\varphi.$$

The state is normalised, $\int_0^{2\pi}|\psi|^2\,d\varphi=1$. The angle is the ordinary coordinate, which jumps from $2\pi$ back to $0$ at one point of the ring, the cut.

## Why the bound 1/2 fails on a ring

The formal commutator $[\varphi,L]=i$ suggests $\sigma(\varphi)\sigma(L)\ge\frac12$. The state $\psi=e^{im\varphi}/\sqrt{2\pi}$ with integer $m$ contradicts this: it has $\sigma(L)=0$, while $\sigma(\varphi)=\pi/\sqrt3$ is finite. The commutator argument overlooks that $\varphi\psi$ is in general not periodic even when $\psi$ is, so integration by parts leaves a term at the cut. Keeping that term gives

$$\sigma(\varphi)\,\sigma(L)\;\ge\;\frac{\bigl|1-2\pi|\psi(0)|^2\bigr|}{2}.$$

The right-hand side compares the density at the cut with the uniform density $1/2\pi$. For a single rotor or torsion angle in a pure state, the relation shows how the lower bound on the product of the two spreads depends on where the periodic coordinate is cut.

## What the Lean statement says

The hypotheses are collected in `IsAngleState ψ`:

- `smooth`: $\psi$ is continuously differentiable on the closed interval, with one-sided derivatives at the ends.
- `ends`: $|\psi(2\pi)|=|\psi(0)|$. Physically, the probability density is single-valued where the ring closes. Periodic $\psi$ is included, and so is $\psi(2\pi)=e^{i\theta}\psi(0)$ with real $\theta$, as for a charged particle on a ring threaded by magnetic flux, once a gauge transformation has removed the vector potential from the interval.
- `unit`: the norm is one.

In Lean, `ψ` is a function on all of $\mathbb R$, but only its values on $[0,2\pi]$ enter. `angMom ψ` is $L\psi$, and `meanAngle`, `sigmaAngle` and `sigmaL` are $a$, $\sigma(\varphi)$ and $\sigma(L)$. The mean `meanL` is defined as a complex number, and its reality is proved in `meanL_im`.

The main theorem, `angle_uncertainty`, is the inequality above for every such state. Two further theorems concern special cases. `half_le_of_node` gives the bound $\frac12$ when $\psi(0)=0$. `saturates` gives equality when $(L-\ell)\psi=i\kappa(\varphi-a)\psi$ on the whole interval for some real $\kappa$.

These hypotheses leave out some states with finite $\langle L^2\rangle$, because such a state need not have a continuous derivative. The derivation below also works for absolutely continuous $\psi$ with square-integrable $\psi'$, but the Lean file does not treat that case.

## Derivation with the boundary term kept

**Density.** Since $L\psi=-i\psi'$, we have $\operatorname{Im}(\psi^*L\psi)=-\operatorname{Re}(\psi^*\psi')$, and therefore

$$\frac{d|\psi|^2}{d\varphi}=2\operatorname{Re}(\psi^*\psi')=-2\operatorname{Im}(\psi^*L\psi).$$

**Integration by parts.** Take a weight $s\varphi+r$ with real $s,r$. Integrating the derivative of $(s\varphi+r)|\psi|^2$ over the interval gives

$$s\int_0^{2\pi}|\psi|^2\,d\varphi-2\int_0^{2\pi}(s\varphi+r)\operatorname{Im}(\psi^*L\psi)\,d\varphi=(2\pi s+r)|\psi(2\pi)|^2-r|\psi(0)|^2.$$

By normalisation and the end condition,

$$\int_0^{2\pi}(s\varphi+r)\operatorname{Im}(\psi^*L\psi)\,d\varphi=\frac{s\,(1-2\pi|\psi(0)|^2)}{2}.$$

The choice $s=0$, $r=1$ shows that $\ell$ is real. The choice $s=1$, $r=-a$ gives $B/2$, where $B=1-2\pi|\psi(0)|^2$.

**A non-negative quadratic.** Let $t$ be a real parameter (not time). Expanding the square gives

$$|(L-\ell)\psi-it(\varphi-a)\psi|^2=|(L-\ell)\psi|^2-2t(\varphi-a)\operatorname{Im}(\psi^*L\psi)+t^2(\varphi-a)^2|\psi|^2.$$

Here $\ell$ has dropped out of the middle term because $\ell|\psi|^2$ is real. Integration yields

$$0\le\sigma(L)^2-tB+t^2\sigma(\varphi)^2\qquad\text{for all real }t.$$

The discriminant cannot be positive, so $B^2\le4\,\sigma(\varphi)^2\sigma(L)^2$. Taking square roots gives the relation.

**Equality.** If $(L-\ell)\psi=i\kappa(\varphi-a)\psi$, the integral vanishes at $t=\kappa$, so $\sigma(L)^2+\kappa^2\sigma(\varphi)^2=\kappa B$. For $\kappa=0$ this gives $\sigma(L)=0$, so the product is zero and the inequality forces $B=0$. For $\kappa\ne0$,

$$2|\kappa|\,\sigma(\varphi)\sigma(L)\le\sigma(L)^2+\kappa^2\sigma(\varphi)^2=\kappa B\le|\kappa||B|.$$

Dividing by $2|\kappa|$ gives the reverse inequality.

## One wave packet, two positions of the cut

Take $\psi_\pm=(1\pm\cos\varphi)/\sqrt{3\pi}$. These are the same packet rotated by $\pi$: $\psi_-$ has a node at the cut and $\psi_+$ has its maximum there. Both are real and periodic, so $\ell=0$ and

$$\sigma(L)^2=\frac1{3\pi}\int_0^{2\pi}\sin^2\varphi\,d\varphi=\frac13.$$

By symmetry $a=\pi$. With $u=\varphi-\pi$,

$$\sigma(\varphi)^2=\frac1{3\pi}\int_{-\pi}^{\pi}u^2(1\mp\cos u)^2\,du=\frac{\pi^2}{3}+\frac16\pm\frac83.$$

| State | $\sigma(\varphi)\sigma(L)$ | Bound |
|---|---|---|
| $\psi_-$ | $0.513$ | $1/2$ |
| $\psi_+$ | $1.429$ | $5/6\approx0.833$ |

For $\psi_+$ the bound follows from $2\pi|\psi_+(0)|^2=8/3$. The correction can thus raise the bound above $\frac12$ as well as lower it.

## The uniform limit

For $e^{im\varphi}/\sqrt{2\pi}$ the density at the cut is exactly $1/2\pi$, so the bound is zero, and so is the product of the spreads. This is the equality case with $\kappa=0$.

## The complete Lean file

```lean
import Mathlib

open Set MeasureTheory
open scoped Real ComplexConjugate

namespace AngleUncertainty

noncomputable section

/-- A unit-norm, continuously differentiable wave function on `[0, 2π]` whose values at the
two ends agree up to a phase. -/
structure IsAngleState (ψ : ℝ → ℂ) : Prop where
  smooth : ContDiffOn ℝ 1 ψ (Icc 0 (2 * π))
  ends : ‖ψ (2 * π)‖ = ‖ψ 0‖
  unit : ∫ φ in (0 : ℝ)..2 * π, ‖ψ φ‖ ^ 2 = 1

/-- The angular momentum `L = -i d/dφ` on `[0, 2π]`, with one-sided derivatives at the ends. -/
def angMom (ψ : ℝ → ℂ) (φ : ℝ) : ℂ := -Complex.I * derivWithin ψ (Icc 0 (2 * π)) φ

/-- The mean angle `⟨φ⟩`. -/
def meanAngle (ψ : ℝ → ℂ) : ℝ := ∫ φ in (0 : ℝ)..2 * π, φ * ‖ψ φ‖ ^ 2

/-- The standard deviation of the angle. -/
def sigmaAngle (ψ : ℝ → ℂ) : ℝ :=
  √(∫ φ in (0 : ℝ)..2 * π, (φ - meanAngle ψ) ^ 2 * ‖ψ φ‖ ^ 2)

/-- The expectation value `⟨ψ, L ψ⟩`, as a complex number. -/
def meanL (ψ : ℝ → ℂ) : ℂ := ∫ φ in (0 : ℝ)..2 * π, conj (ψ φ) * angMom ψ φ

/-- The standard deviation of `L`, the norm of `(L - ⟨L⟩) ψ`. -/
def sigmaL (ψ : ℝ → ℂ) : ℝ :=
  √(∫ φ in (0 : ℝ)..2 * π, ‖angMom ψ φ - meanL ψ * ψ φ‖ ^ 2)

/-- For a continuously differentiable wave function, `L ψ` is continuous on `[0, 2π]`. -/
theorem continuousOn_angMom {ψ : ℝ → ℂ} (h : ContDiffOn ℝ 1 ψ (Icc 0 (2 * π))) :
    ContinuousOn (angMom ψ) (Icc 0 (2 * π)) :=
  continuousOn_const.mul
    (h.continuousOn_derivWithin (uniqueDiffOn_Icc (by positivity)) (by norm_num))

/-- Inside the interval the density of a continuously differentiable wave function changes at
the rate `d|ψ|²/dφ = -2 Im(ψ* L ψ)`. -/
theorem hasDerivAt_density {ψ : ℝ → ℂ} (h : ContDiffOn ℝ 1 ψ (Icc 0 (2 * π))) {x : ℝ}
    (hx : x ∈ Ioo 0 (2 * π)) :
    HasDerivAt (fun y => ‖ψ y‖ ^ 2) (-2 * (conj (ψ x) * angMom ψ x).im) x := by
  have hd : HasDerivAt ψ (derivWithin ψ (Icc 0 (2 * π)) x) x :=
    ((h.differentiableOn (by norm_num)) x
      (Ioo_subset_Icc_self hx)).hasDerivWithinAt.hasDerivAt (Icc_mem_nhds hx.1 hx.2)
  refine hd.norm_sq.congr_deriv ?_
  rw [Complex.inner]
  simp only [angMom, Complex.mul_re, Complex.mul_im, Complex.neg_re, Complex.neg_im,
    Complex.I_re, Complex.I_im, Complex.conj_re, Complex.conj_im]
  ring

/-- Integration by parts for an angle state, with a weight `sφ + r` linear in the angle: the
ends of the interval contribute the term in `|ψ(0)|²`. -/
theorem integral_boundary {ψ : ℝ → ℂ} (h : IsAngleState ψ) (s r : ℝ) :
    ∫ φ in (0 : ℝ)..2 * π, (s * φ + r) * (conj (ψ φ) * angMom ψ φ).im =
      s * (1 - 2 * π * ‖ψ 0‖ ^ 2) / 2 := by
  have h0 : (0 : ℝ) ≤ 2 * π := by positivity
  have hψ := h.smooth.continuousOn
  have hlin : ContinuousOn (fun φ : ℝ => s * φ + r) (Icc 0 (2 * π)) := by fun_prop
  have i1 : IntervalIntegrable (fun φ => s * ‖ψ φ‖ ^ 2) volume 0 (2 * π) :=
    (continuousOn_const.mul (hψ.norm.pow 2)).intervalIntegrable_of_Icc h0
  have i2 : IntervalIntegrable (fun φ => 2 * ((s * φ + r) * (conj (ψ φ) * angMom ψ φ).im))
      volume 0 (2 * π) :=
    (continuousOn_const.mul (hlin.mul (Complex.continuous_im.comp_continuousOn
      ((Complex.continuous_conj.comp_continuousOn hψ).mul
        (continuousOn_angMom h.smooth))))).intervalIntegrable_of_Icc h0
  have key : ∫ φ in (0 : ℝ)..2 * π,
      (s * ‖ψ φ‖ ^ 2 - 2 * ((s * φ + r) * (conj (ψ φ) * angMom ψ φ).im)) =
      (s * (2 * π) + r) * ‖ψ (2 * π)‖ ^ 2 - (s * 0 + r) * ‖ψ 0‖ ^ 2 := by
    refine intervalIntegral.integral_eq_sub_of_hasDerivAt_of_le
      (f := fun φ => (s * φ + r) * ‖ψ φ‖ ^ 2) h0 (hlin.mul (hψ.norm.pow 2)) ?_ (i1.sub i2)
    intro x hx
    refine ((((hasDerivAt_id' x).const_mul s).add_const r).fun_mul
      (hasDerivAt_density h.smooth hx)).congr_deriv ?_
    ring
  rw [intervalIntegral.integral_sub i1 i2, intervalIntegral.integral_const_mul,
    intervalIntegral.integral_const_mul, h.unit, h.ends] at key
  linarith

/-- The expectation value of `L` in an angle state is real. -/
theorem meanL_im {ψ : ℝ → ℂ} (h : IsAngleState ψ) : (meanL ψ).im = 0 := by
  have hi : IntervalIntegrable (fun φ => conj (ψ φ) * angMom ψ φ) volume 0 (2 * π) :=
    ((Complex.continuous_conj.comp_continuousOn h.smooth.continuousOn).mul
      (continuousOn_angMom h.smooth)).intervalIntegrable_of_Icc (by positivity)
  have him := Complex.imCLM.intervalIntegral_comp_comm hi
  have hb := integral_boundary h 0 1
  simp only [Complex.imCLM_apply] at him
  simp only [zero_mul, zero_add, one_mul, zero_div] at hb
  exact him.symm.trans hb

/-- In an angle state the squared norm of `(L - ⟨L⟩ - it(φ - ⟨φ⟩)) ψ` is a quadratic in the
real parameter `t`, with the two variances as outer coefficients. -/
theorem integral_sq_norm {ψ : ℝ → ℂ} (h : IsAngleState ψ) (t : ℝ) :
    ∫ φ in (0 : ℝ)..2 * π,
      ‖angMom ψ φ - meanL ψ * ψ φ - t * (φ - meanAngle ψ) * Complex.I * ψ φ‖ ^ 2 =
      sigmaL ψ ^ 2 - t * (1 - 2 * π * ‖ψ 0‖ ^ 2) + t ^ 2 * sigmaAngle ψ ^ 2 := by
  have h0 : (0 : ℝ) ≤ 2 * π := by positivity
  have hψ := h.smooth.continuousOn
  have hL := continuousOn_angMom h.smooth
  -- the mean of `L` is real, so it drops out of the cross term
  have hp : ∀ φ : ℝ,
      ‖angMom ψ φ - meanL ψ * ψ φ - t * (φ - meanAngle ψ) * Complex.I * ψ φ‖ ^ 2 =
      ‖angMom ψ φ - meanL ψ * ψ φ‖ ^ 2 -
        2 * t * ((1 * φ + -meanAngle ψ) * (conj (ψ φ) * angMom ψ φ).im) +
        t ^ 2 * ((φ - meanAngle ψ) ^ 2 * ‖ψ φ‖ ^ 2) := by
    intro φ
    simp only [← Complex.normSq_eq_norm_sq, Complex.normSq_apply, Complex.mul_re,
      Complex.mul_im, Complex.sub_re, Complex.sub_im, Complex.ofReal_re, Complex.ofReal_im,
      Complex.I_re, Complex.I_im, Complex.conj_re, Complex.conj_im, meanL_im h]
    ring
  have i1 : IntervalIntegrable (fun φ => ‖angMom ψ φ - meanL ψ * ψ φ‖ ^ 2)
      volume 0 (2 * π) :=
    ((hL.sub ((continuousOn_const (c := meanL ψ)).mul hψ)).norm.pow
      2).intervalIntegrable_of_Icc h0
  have hlin : ContinuousOn (fun φ : ℝ => 1 * φ + -meanAngle ψ) (Icc 0 (2 * π)) := by fun_prop
  have i2 : IntervalIntegrable (fun φ => 2 * t * ((1 * φ + -meanAngle ψ) *
      (conj (ψ φ) * angMom ψ φ).im)) volume 0 (2 * π) :=
    (continuousOn_const.mul (hlin.mul (Complex.continuous_im.comp_continuousOn
      ((Complex.continuous_conj.comp_continuousOn hψ).mul hL)))).intervalIntegrable_of_Icc h0
  have hsq : ContinuousOn (fun φ : ℝ => (φ - meanAngle ψ) ^ 2) (Icc 0 (2 * π)) := by fun_prop
  have i3 : IntervalIntegrable (fun φ => t ^ 2 * ((φ - meanAngle ψ) ^ 2 * ‖ψ φ‖ ^ 2))
      volume 0 (2 * π) :=
    (continuousOn_const.mul (hsq.mul (hψ.norm.pow 2))).intervalIntegrable_of_Icc h0
  simp only [hp]
  rw [intervalIntegral.integral_add (i1.sub i2) i3, intervalIntegral.integral_sub i1 i2,
    intervalIntegral.integral_const_mul, intervalIntegral.integral_const_mul,
    integral_boundary h, sigmaL, sigmaAngle,
    Real.sq_sqrt (intervalIntegral.integral_nonneg h0 fun _ _ => by positivity),
    Real.sq_sqrt (intervalIntegral.integral_nonneg h0 fun _ _ => by positivity)]
  ring

/-- Corrected angle uncertainty relation: every angle state satisfies
`σ(φ) σ(L) ≥ |1 - 2π |ψ(0)|²| / 2`. -/
theorem angle_uncertainty {ψ : ℝ → ℂ} (h : IsAngleState ψ) :
    |1 - 2 * π * ‖ψ 0‖ ^ 2| / 2 ≤ sigmaAngle ψ * sigmaL ψ := by
  have quad : ∀ t : ℝ, 0 ≤ sigmaAngle ψ ^ 2 * (t * t) +
      (-(1 - 2 * π * ‖ψ 0‖ ^ 2)) * t + sigmaL ψ ^ 2 := by
    intro t
    have h2 : 0 ≤ sigmaL ψ ^ 2 - t * (1 - 2 * π * ‖ψ 0‖ ^ 2) + t ^ 2 * sigmaAngle ψ ^ 2 := by
      rw [← integral_sq_norm h t]
      exact intervalIntegral.integral_nonneg (by positivity) fun _ _ => by positivity
    linarith
  -- a non-negative quadratic has no positive discriminant
  have hd := discrim_le_zero quad
  unfold discrim at hd
  have hs : 0 ≤ sigmaAngle ψ * sigmaL ψ := mul_nonneg (Real.sqrt_nonneg _) (Real.sqrt_nonneg _)
  have hr := Real.abs_le_sqrt (x := 1 - 2 * π * ‖ψ 0‖ ^ 2)
    (y := (2 * (sigmaAngle ψ * sigmaL ψ)) ^ 2) (by linarith)
  rw [Real.sqrt_sq (by linarith)] at hr
  linarith

/-- An angle state with a node at `φ = 0` obeys `σ(φ) σ(L) ≥ 1/2`. -/
theorem half_le_of_node {ψ : ℝ → ℂ} (h : IsAngleState ψ) (hnode : ψ 0 = 0) :
    1 / 2 ≤ sigmaAngle ψ * sigmaL ψ := by
  simpa [hnode] using angle_uncertainty h

/-- An angle state with `(L - ⟨L⟩) ψ = iκ(φ - ⟨φ⟩) ψ` on `[0, 2π]` for some real `κ` attains
equality in the corrected relation. -/
theorem saturates {ψ : ℝ → ℂ} (h : IsAngleState ψ) {κ : ℝ}
    (hs : ∀ φ ∈ Icc 0 (2 * π), angMom ψ φ - meanL ψ * ψ φ =
      κ * (φ - meanAngle ψ) * Complex.I * ψ φ) :
    sigmaAngle ψ * sigmaL ψ = |1 - 2 * π * ‖ψ 0‖ ^ 2| / 2 := by
  have hz : sigmaL ψ ^ 2 - κ * (1 - 2 * π * ‖ψ 0‖ ^ 2) + κ ^ 2 * sigmaAngle ψ ^ 2 = 0 := by
    rw [← integral_sq_norm h κ]
    refine (intervalIntegral.integral_congr (g := fun _ => (0 : ℝ)) fun φ hφ => ?_).trans
      (by simp)
    rw [uIcc_of_le (by positivity)] at hφ
    simp [hs φ hφ]
  refine le_antisymm ?_ (angle_uncertainty h)
  rcases eq_or_ne κ 0 with hκ | hκ
  · have h1 : sigmaL ψ ^ 2 = 0 := by simpa [hκ] using hz
    rw [(pow_eq_zero_iff two_ne_zero).1 h1, mul_zero]
    positivity
  · have h1 : κ * (1 - 2 * π * ‖ψ 0‖ ^ 2) ≤ |κ| * |1 - 2 * π * ‖ψ 0‖ ^ 2| := by
      rw [← abs_mul]
      exact le_abs_self _
    have h2 : (|κ| * sigmaAngle ψ) ^ 2 = κ ^ 2 * sigmaAngle ψ ^ 2 := by rw [mul_pow, sq_abs]
    have h3 : |κ| * (2 * (sigmaAngle ψ * sigmaL ψ)) ≤ |κ| * |1 - 2 * π * ‖ψ 0‖ ^ 2| := by
      linarith [sq_nonneg (sigmaL ψ - |κ| * sigmaAngle ψ)]
    linarith [le_of_mul_le_mul_left h3 (abs_pos.2 hκ)]

end

end AngleUncertainty
```

```lean
#print axioms AngleUncertainty.angle_uncertainty
#print axioms AngleUncertainty.half_le_of_node
#print axioms AngleUncertainty.saturates
```

```
'AngleUncertainty.angle_uncertainty' depends on axioms: [propext, Classical.choice, Quot.sound]
'AngleUncertainty.half_le_of_node' depends on axioms: [propext, Classical.choice, Quot.sound]
'AngleUncertainty.saturates' depends on axioms: [propext, Classical.choice, Quot.sound]
```

## From the density to the discriminant in Lean

`continuousOn_angMom` shows that $L\psi$ is continuous on the closed interval. This supplies the integrability needed whenever an integral is split.

`hasDerivAt_density` is the density equation. At an interior point the one-sided derivative used in `angMom` is an ordinary derivative. Lean then differentiates the squared norm, `simp` writes both sides in real and imaginary parts, and `ring` checks that they agree.

`integral_boundary` is the integration by parts. Its intermediate statement `key` applies the fundamental theorem of calculus to $(s\varphi+r)|\psi|^2$, which requires continuity on the closed interval and a derivative only inside it. Rewriting with `h.unit` and `h.ends` inserts normalisation and the end condition, and `linarith` solves for the integral.

`meanL_im` uses this result with $s=0$, $r=1$, after exchanging the imaginary part with the integral.

`integral_sq_norm` is the integrated quadratic. The pointwise expansion is `hp`, where `meanL_im` removes the mean of $L$ from the middle term. The integral is then split into three parts, and `integral_boundary` evaluates the middle one.

In `angle_uncertainty`, `quad` states that the quadratic is non-negative for every $t$, and `discrim_le_zero` gives the condition on the discriminant. The remaining lines take the square root, using that both spreads are non-negative. `half_le_of_node` substitutes $\psi(0)=0$.

In `saturates`, `hz` records that the quadratic vanishes at $t=\kappa$. The proof then separates $\kappa=0$ from $\kappa\neq0$. In the second case, the square of `sigmaL ψ - |κ| * sigmaAngle ψ` being non-negative supplies the first inequality in the chain above, and `angle_uncertainty` provides the opposite direction.
